# On a finite connected grid with symmetric non-negative weights, the discrete Poisson equation is solvable exactly when the total charge is zero

A simulation cell filled with ions and electrons is repeated periodically, and a code needs the electrostatic potential of its charge. Field flux leaving through one face re-enters through the opposite one, so the net flux is zero and, by Gauss's law, so must be the net charge. The question is whether the discretised equation obeys the same rule, and whether neutrality is then enough.

## The solvability condition

Let \(V\) be a finite set of sites, \(\varphi_i\) the potential, \(\rho_i\) the source with electrostatic constants absorbed, and \(w_{ij}\) the coupling between sites \(i\) and \(j\). The equation is

\[
(L\varphi)_i=\sum_j w_{ij}(\varphi_i-\varphi_j)=\rho_i .
\]

Suppose that \(w_{ij}=w_{ji}\ge 0\) and that chains of positive weights join all sites. Then a solution exists if and only if \(\sum_i\rho_i=0\), and a neutral source has exactly one solution with \(\sum_i\varphi_i=0\).

## Neutrality and gauge in a periodic solver

On a periodic grid with translation-invariant weights, a Fourier solver can divide each component of the source with non-zero wavevector by the matching eigenvalue of \(L\). If it sets the zero-wavevector component of the potential to zero, it selects this zero-mean solution. If it also discards that component of a charged source, it solves for \(\rho\) minus its mean, which amounts to adding a uniform neutralising background. A solver that divides by the squared wavevector instead uses a different discretisation, and its potential generally does not solve the equation with the given weights. In electronic structure the theorem applies to a periodic real-space grid whose stencil meets its hypotheses. The electron density alone is charged, so the equation for its potential has no solution there until a charge that balances it, such as that of the ions in a neutral cell or a uniform background, is added. The standard higher-order central stencils have some negative weights and fall outside the theorem.

Symmetry matters on non-uniform grids. Take two sites with \(w_{12}=1\), \(w_{21}=2\). Then \(\varphi=(1,0)\) solves the equation for \(\rho=(1,-2)\), whose sum is not zero, while \(\rho=(1,-1)\), whose sum is zero, has no solution. Such weights arise when each row is divided by its cell volume, here 2 and 1. The source is then a charge density, and the solvable one is neutral after all: its cells hold charges \(2\) and \(-2\). Multiplying the rows by the volumes restores symmetry and turns the source into the charge in each cell, so the theorem applies again.

## From Green's identity to a unique potential

**Green's identity** (`green_identity`). For any \(\psi\), exchange \(i\) and \(j\) in \(\sum_{ij}w_{ij}\psi_i(\varphi_i-\varphi_j)\), use symmetry, and average the two forms:

\[
\sum_i\psi_i(L\varphi)_i=\tfrac12\sum_{ij}w_{ij}(\psi_i-\psi_j)(\varphi_i-\varphi_j).
\]

In Lean, `Finset.sum_comm` makes the exchange and `linarith` the average.

**Necessity** (`total_charge`). Setting \(\psi=1\) gives \(\sum_i(L\varphi)_i=0\).

**Constant modes** (`laplacian_eq_zero_iff`). If \(L\varphi=0\), setting \(\psi=\varphi\) gives \(\sum_{ij}w_{ij}(\varphi_i-\varphi_j)^2=0\). Every term is non-negative, so every term vanishes and \(\varphi\) agrees across each positive weight. Induction along a chain makes it constant. Conversely, constants have \(L\varphi=0\).

**Existence and uniqueness** (`poisson_solvable_iff_neutral`). Define \((T\varphi)_i=(L\varphi)_i+\sum_j\varphi_j\). With \(n\) sites,

\[
\sum_i(T\varphi)_i=n\sum_j\varphi_j .
\]

If \(T\varphi=0\), then \(\varphi\) has zero sum, so \(L\varphi=0\) and \(\varphi\) is constant, hence zero. Thus \(T\) is injective and, in finite dimension, surjective (`LinearMap.injective_iff_surjective`). For neutral \(\rho\), solve \(T\varphi=\rho\): the sum formula gives \(\sum_j\varphi_j=0\), so \(L\varphi=\rho\). Any other zero-sum solution also satisfies \(T\psi=\rho\), so it equals \(\varphi\).

**Converse** (`connected_of_solvable`). Keep the weights symmetric and non-negative, and suppose every neutral source is solvable but no chain joins \(i\) to \(j\). Put charge \(1\) at \(i\) and \(-1\) at \(j\), and let \(\chi\) be 1 on sites reachable from \(i\) and 0 elsewhere. With \(\psi=\chi\), the left side of Green's identity is 1. The right side is 0, because no positive weight leaves the reachable set.

**Periodic chain** (`periodic_poisson`). For \(N\) points with spacing \(h\), the stencil \((2\varphi_x-\varphi_{x+1}-\varphi_{x-1})/h^2\) has the form \(L\varphi\), each step forwards or backwards contributing \(1/h^2\) to the weight. A forward step reversed is a backward step, so the weights are symmetric. Repeated forward steps reach every point, and the general theorem applies.

```lean
import Mathlib

open Finset Relation

namespace PeriodicPoisson

noncomputable section

variable {V : Type*} [Fintype V] {w : V → V → ℝ}

/-- The weighted grid Laplacian `(L φ) i = ∑ j, w i j * (φ i - φ j)`, as a linear map on
potentials. -/
def laplacian (w : V → V → ℝ) : (V → ℝ) →ₗ[ℝ] (V → ℝ) where
  toFun φ i := ∑ j, w i j * (φ i - φ j)
  map_add' φ ψ := by
    ext i
    simp only [Pi.add_apply, ← Finset.sum_add_distrib]
    exact Finset.sum_congr rfl fun j _ => by ring
  map_smul' c φ := by
    ext i
    simp only [Pi.smul_apply, smul_eq_mul, RingHom.id_apply, Finset.mul_sum]
    exact Finset.sum_congr rfl fun j _ => by ring

/-- A grid is connected if any two sites are joined by a chain of positive weights. -/
def GridConnected (w : V → V → ℝ) : Prop :=
  ∀ i j, ReflTransGen (fun a b => 0 < w a b) i j

/-- Discrete Green identity: for symmetric weights, pairing `ψ` with the Laplacian of `φ` gives
half the weighted sum of products of their differences. -/
theorem green_identity (hs : ∀ i j, w i j = w j i) (ψ φ : V → ℝ) :
    ∑ i, ψ i * laplacian w φ i =
      1 / 2 * ∑ i, ∑ j, w i j * ((ψ i - ψ j) * (φ i - φ j)) := by
  have h1 : ∑ i, ψ i * laplacian w φ i = ∑ i, ∑ j, ψ i * (w i j * (φ i - φ j)) :=
    Finset.sum_congr rfl fun i _ => Finset.mul_sum _ _ _
  -- exchange the two ends of every bond
  have h2 : ∑ i, ∑ j, ψ i * (w i j * (φ i - φ j)) =
      ∑ i, ∑ j, ψ j * (w i j * (φ j - φ i)) := by
    rw [Finset.sum_comm]
    exact Finset.sum_congr rfl fun i _ => Finset.sum_congr rfl fun j _ => by rw [hs i j]
  have h3 : ∑ i, ∑ j, w i j * ((ψ i - ψ j) * (φ i - φ j)) =
      ∑ i, ∑ j, ψ i * (w i j * (φ i - φ j)) +
        ∑ i, ∑ j, ψ j * (w i j * (φ j - φ i)) := by
    simp only [← Finset.sum_add_distrib]
    exact Finset.sum_congr rfl fun i _ => Finset.sum_congr rfl fun j _ => by ring
  linarith

/-- For symmetric weights, the Laplacian of any potential has zero total charge. -/
theorem total_charge (hs : ∀ i j, w i j = w j i) (φ : V → ℝ) :
    ∑ i, laplacian w φ i = 0 := by
  simpa using green_identity hs (fun _ => 1) φ

/-- For symmetric non-negative weights on a connected grid, the potentials with zero Laplacian
are exactly the constant ones. -/
theorem laplacian_eq_zero_iff (hs : ∀ i j, w i j = w j i) (hn : ∀ i j, 0 ≤ w i j)
    (hc : GridConnected w) (φ : V → ℝ) : laplacian w φ = 0 ↔ ∀ i j, φ i = φ j := by
  constructor
  · intro hL i j
    have h := green_identity hs φ φ
    rw [hL] at h
    simp only [Pi.zero_apply, mul_zero, Finset.sum_const_zero] at h
    have hnn : ∀ a b, 0 ≤ w a b * ((φ a - φ b) * (φ a - φ b)) :=
      fun a b => mul_nonneg (hn a b) (mul_self_nonneg _)
    have hz : ∑ a, ∑ b, w a b * ((φ a - φ b) * (φ a - φ b)) = 0 := by linarith
    -- every bond energy vanishes, so the potential agrees across each bond
    have edge : ∀ a b, 0 < w a b → φ a = φ b := by
      intro a b hab
      have h1 : ∑ b, w a b * ((φ a - φ b) * (φ a - φ b)) = 0 :=
        (Finset.sum_eq_zero_iff_of_nonneg
          (fun a _ => Finset.sum_nonneg fun b _ => hnn a b)).1 hz a (Finset.mem_univ a)
      have h2 : w a b * ((φ a - φ b) * (φ a - φ b)) = 0 :=
        (Finset.sum_eq_zero_iff_of_nonneg (fun b _ => hnn a b)).1 h1 b (Finset.mem_univ b)
      exact sub_eq_zero.1 (mul_self_eq_zero.1 ((mul_eq_zero.1 h2).resolve_left hab.ne'))
    have hp := hc i j
    induction hp with
    | refl => rfl
    | tail _ hbc ih => exact ih.trans (edge _ _ hbc)
  · intro h
    ext i
    exact Finset.sum_eq_zero fun j _ => by rw [h i j, sub_self, mul_zero]

/-- On a connected grid with symmetric non-negative weights, the Poisson equation is solvable
exactly when the total charge is zero, and then exactly one solution has zero sum. -/
theorem poisson_solvable_iff_neutral (hs : ∀ i j, w i j = w j i) (hn : ∀ i j, 0 ≤ w i j)
    (hc : GridConnected w) (ρ : V → ℝ) :
    ((∃ φ, laplacian w φ = ρ) ↔ ∑ i, ρ i = 0) ∧
      (∑ i, ρ i = 0 → ∃! φ : V → ℝ, laplacian w φ = ρ ∧ ∑ i, φ i = 0) := by
  -- adding the sum of the potential removes the constant mode
  obtain ⟨T, hT⟩ : ∃ T : (V → ℝ) →ₗ[ℝ] (V → ℝ),
      ∀ φ i, T φ i = laplacian w φ i + ∑ j, φ j :=
    ⟨laplacian w + LinearMap.pi fun _ =>
      ∑ j, LinearMap.proj (R := ℝ) (φ := fun _ : V => ℝ) j, fun φ i => by
        simp [LinearMap.sum_apply]⟩
  have gauge : ∀ φ : V → ℝ, ∑ i, T φ i = 0 → ∑ j, φ j = 0 := by
    intro φ h
    simp only [hT, Finset.sum_add_distrib, total_charge hs, zero_add, Finset.sum_const,
      Finset.card_univ, nsmul_eq_mul] at h
    rcases isEmpty_or_nonempty V with _ | _
    · simp
    · exact (mul_eq_zero.1 h).resolve_left (Nat.cast_ne_zero.2 Fintype.card_ne_zero)
  have inj : Function.Injective T := by
    refine (injective_iff_map_eq_zero T).2 fun φ h => ?_
    have h0 := gauge φ (by simp [h])
    have hL : laplacian w φ = 0 := by
      ext i
      have hi := congrFun h i
      rw [hT, h0, add_zero] at hi
      exact hi
    have hconst := (laplacian_eq_zero_iff hs hn hc φ).1 hL
    ext i
    have hsum : ∑ j, φ j = (Fintype.card V : ℝ) * φ i :=
      (Finset.sum_congr rfl fun j _ => hconst j i).trans (by simp)
    rw [h0] at hsum
    have : Nonempty V := ⟨i⟩
    exact (mul_eq_zero.1 hsum.symm).resolve_left (Nat.cast_ne_zero.2 Fintype.card_ne_zero)
  have main : ∑ i, ρ i = 0 → ∃! φ : V → ℝ, laplacian w φ = ρ ∧ ∑ i, φ i = 0 := by
    intro hρ
    obtain ⟨φ, hφ⟩ := LinearMap.injective_iff_surjective.1 inj ρ
    have h0 := gauge φ (by rw [hφ]; exact hρ)
    refine ⟨φ, ⟨?_, h0⟩, ?_⟩
    · ext i
      have hi := hT φ i
      rw [hφ, h0, add_zero] at hi
      exact hi.symm
    · rintro ψ ⟨h1, h2⟩
      apply inj
      rw [hφ]
      ext i
      rw [hT, h1, h2, add_zero]
  refine ⟨⟨?_, fun h => ?_⟩, main⟩
  · rintro ⟨φ, rfl⟩
    exact total_charge hs φ
  · obtain ⟨φ, hφ, _⟩ := main h
    exact ⟨φ, hφ.1⟩

/-- Converse: for symmetric non-negative weights, if every neutral charge distribution admits a
potential, then the grid is connected. -/
theorem connected_of_solvable (hs : ∀ i j, w i j = w j i) (hn : ∀ i j, 0 ≤ w i j)
    (h : ∀ ρ : V → ℝ, ∑ i, ρ i = 0 → ∃ φ, laplacian w φ = ρ) : GridConnected w := by
  classical
  intro i j
  by_contra hij
  -- a unit charge at `i` and its opposite at `j`, tested on the component of `i`
  obtain ⟨φ, hφ⟩ := h (Pi.single i 1 - Pi.single j 1) (by simp [Finset.sum_sub_distrib])
  let χ : V → ℝ := fun a => if ReflTransGen (fun a b => 0 < w a b) i a then 1 else 0
  have hχ : ∀ a b, w a b * ((χ a - χ b) * (φ a - φ b)) = 0 := by
    intro a b
    rcases (hn a b).eq_or_lt with h0 | h0
    · rw [← h0, zero_mul]
    · have hab : ReflTransGen (fun a b => 0 < w a b) i a ↔
          ReflTransGen (fun a b => 0 < w a b) i b :=
        ⟨fun p => p.tail h0, fun p => p.tail (h0.trans_eq (hs a b))⟩
      simp [χ, hab]
  have g := green_identity hs χ φ
  rw [hφ] at g
  simp only [hχ, Finset.sum_const_zero, mul_zero] at g
  have e : ∑ a, χ a * (Pi.single i 1 - Pi.single j 1 : V → ℝ) a = χ i - χ j := by
    simp [mul_sub, Finset.sum_sub_distrib, Pi.single_apply]
  have hi : χ i = 1 := if_pos ReflTransGen.refl
  have hj : χ j = 0 := if_neg hij
  linarith

variable {N : ℕ}

/-- The negative second difference on a periodic chain of `N` points with spacing `h ≠ 0`. -/
def stencil (h : ℝ) (φ : ZMod N → ℝ) (x : ZMod N) : ℝ :=
  (2 * φ x - φ (x + 1) - φ (x - 1)) / h ^ 2

/-- The bond weights of the periodic chain with spacing `h ≠ 0`: each step forwards or backwards
contributes `1 / h ^ 2`. -/
def chainWeight (h : ℝ) (x y : ZMod N) : ℝ :=
  ((if y = x + 1 then 1 else 0) + (if y = x - 1 then 1 else 0)) / h ^ 2

/-- On a periodic chain with non-zero spacing, the second-difference Poisson equation is solvable
exactly for neutral charge, and then exactly one solution has zero mean. -/
theorem periodic_poisson [NeZero N] {h : ℝ} (hh : h ≠ 0) (ρ : ZMod N → ℝ) :
    ((∃ φ, stencil h φ = ρ) ↔ ∑ x, ρ x = 0) ∧
      (∑ x, ρ x = 0 → ∃! φ : ZMod N → ℝ, stencil h φ = ρ ∧ ∑ x, φ x = 0) := by
  have hL : ∀ φ : ZMod N → ℝ, laplacian (chainWeight h) φ = stencil h φ := by
    intro φ
    ext x
    change ∑ y, chainWeight h x y * (φ x - φ y) = _
    have e : ∀ y, chainWeight h x y * (φ x - φ y) =
        (if y = x + 1 then (φ x - φ y) / h ^ 2 else 0) +
        (if y = x - 1 then (φ x - φ y) / h ^ 2 else 0) := by
      intro y
      unfold chainWeight
      split_ifs <;> ring
    rw [Finset.sum_congr rfl fun y _ => e y]
    simp only [stencil, Finset.sum_add_distrib, Finset.sum_ite_eq', Finset.mem_univ, if_true]
    ring
  have hs : ∀ x y : ZMod N, chainWeight h x y = chainWeight h y x := by
    intro x y
    -- a forward step from `x` to `y` is a backward step from `y` to `x`
    have h1 : y = x + 1 ↔ x = y - 1 :=
      ⟨fun p => eq_sub_of_add_eq p.symm, fun p => (eq_sub_iff_add_eq.1 p).symm⟩
    have h2 : y = x - 1 ↔ x = y + 1 :=
      ⟨fun p => (eq_sub_iff_add_eq.1 p).symm, fun p => eq_sub_of_add_eq p.symm⟩
    unfold chainWeight
    rw [if_congr h1 rfl rfl, if_congr h2 rfl rfl]
    ring
  have hn : ∀ x y : ZMod N, 0 ≤ chainWeight h x y := by
    intro x y
    refine div_nonneg (add_nonneg ?_ ?_) (sq_nonneg _) <;> split_ifs <;> norm_num
  have edge : ∀ x : ZMod N, 0 < chainWeight h x (x + 1) := by
    intro x
    refine div_pos ?_ (by positivity)
    rw [if_pos rfl]
    split_ifs <;> norm_num
  -- unit steps reach every point of the chain
  have hc : GridConnected (chainWeight (N := N) h) := by
    intro x y
    have steps : ∀ n : ℕ,
        ReflTransGen (fun a b => 0 < chainWeight h a b) x (x + (n : ZMod N)) := by
      intro n
      induction n with
      | zero => rw [Nat.cast_zero, add_zero]
      | succ n ih =>
        rw [Nat.cast_succ, ← add_assoc]
        exact ih.tail (edge _)
    have p := steps (y - x).val
    rw [ZMod.natCast_zmod_val, add_sub_cancel] at p
    exact p
  simpa only [hL] using poisson_solvable_iff_neutral hs hn hc ρ

end

end PeriodicPoisson
```

```lean
#print axioms PeriodicPoisson.poisson_solvable_iff_neutral
#print axioms PeriodicPoisson.connected_of_solvable
#print axioms PeriodicPoisson.periodic_poisson
```

```
'PeriodicPoisson.poisson_solvable_iff_neutral' depends on axioms: [propext, Classical.choice, Quot.sound]
'PeriodicPoisson.connected_of_solvable' depends on axioms: [propext, Classical.choice, Quot.sound]
'PeriodicPoisson.periodic_poisson' depends on axioms: [propext, Classical.choice, Quot.sound]
```

## Reading the theorems, and their reach

The type `V` holds the sites, and potentials and sources are functions `V → ℝ`. The map `laplacian w` is \(L\), with the sign of \(-\nabla^2\), opposite to the textbook Laplacian. `GridConnected w` says that any two sites are joined by a chain of positive weights, and `∃!` means "exactly one". Zero mean is written as zero sum, which also makes sense on an empty grid.

The sum of `ρ` is unweighted: it represents total charge if \(\rho_i\) is the charge in a cell, or a density on equal cells. In the chain theorem, `ZMod N` supplies the periodic indices, `NeZero N` excludes \(N=0\), and \(h\) need only be non-zero.

The concrete stencil treated is one-dimensional. A multidimensional grid falls under the general theorem once its weights are shown to satisfy the three hypotheses. The step left to numerical analysis is the passage from the grid potential to the continuum one as the spacing shrinks.
